# Odd-order truncations of the perturbation series bound Z1/Z0 from below for commuting perturbations on finite spectra

If I cut the perturbation series for a partition function at an arbitrary order, I can't tell whether the resulting free energy is too high or too low. At odd order the sign of the error should be known. Take a finite nonempty set of states whose energies go from $E_i$ to $E_i+V_i$ under a perturbation that commutes with the reference Hamiltonian. Let $Z_0$ and $Z_1$ be the partition functions before and after, at inverse temperature $b>0$. For every real $c$ and odd $n$, I expect

$$\frac{Z_1}{Z_0}\ \ge\ e^{-bc}\,S_n,\qquad S_n=\sum_{k=0}^{n}\frac{(-b)^k\langle (V-c)^k\rangle_0}{k!},$$

where $\langle\cdot\rangle_0$ is the canonical average over the $E_i$. Can this be made rigorous and machine-checked?

## The error is an average of Taylor remainders

Yes, and the inequality holds for every real $b$. Since $Z_1=\sum_i e^{-bE_i}e^{-bV_i}$, dividing by $Z_0$ and extracting $e^{-bc}$ gives

$$\frac{Z_1}{Z_0}=e^{-bc}\,\langle e^{-b(V-c)}\rangle_0 .$$

Let $T_m(x)=\sum_{k<m}x^k/k!$ be the first $m$ terms of the exponential series, and $R_m=e^x-T_m$. By linearity of the average, $S_n=\langle T_{n+1}(-b(V-c))\rangle_0$, so

$$\frac{Z_1}{Z_0}-e^{-bc}S_n=e^{-bc}\,\langle R_{n+1}(-b(V-c))\rangle_0 .$$

It remains to find the sign of $R_{n+1}$ for odd $n$.

- **For $x<0$**, $(-1)^mR_m(x)>0$ for every $m$, by induction. The case $m=0$ is $e^x>0$. For the step, put $g=(-1)^{m+1}R_{m+1}$. Because $R_{m+1}'=R_m$, we have $g'=-(-1)^mR_m<0$ on the negative axis. So $g$ decreases strictly to $g(0)=0$, and $g(x)>0$. With $m=n+1$ even, $R_{n+1}(x)>0$.
- **For $x>0$**, $e^x\ge T_{n+2}(x)=T_{n+1}(x)+x^{n+1}/(n+1)!>T_{n+1}(x)$.
- **At $x=0$** the remainder vanishes.

The average is therefore nonnegative. All Boltzmann weights are positive, so for $b\neq0$ it vanishes only if every $V_i=c$.

Oddness matters. Take one level with $E=0$, $V=1$, $b=1$, $c=0$. At $n=2$ the series gives $1-1+\tfrac12=0.5$, while $Z_1/Z_0=e^{-1}\approx0.37$, so the lower bound fails.

Three consequences follow:

- For even $n$, $b\ge0$ and $c\le V_i$ for all $i$, every argument $-b(V_i-c)$ is nonpositive and $n+1$ is odd. The remainders are then nonpositive, and the same expression is an upper bound.
- For odd $n$, $b>0$ and $S_n>0$, taking logarithms and multiplying by $-1/b$ gives $F_1\le F_0+c-\ln(S_n)/b$, with $F=-\ln Z/b$.
- At $n=3$ and $c=\langle V\rangle_0$ the linear term vanishes, so $S_3=1+\tfrac{b^2}{2}\mu_2-\tfrac{b^3}{6}\mu_3$, with $\mu_k$ the central moments of $V$. This beats the first-order value $S_1=1$ only when $b^3\mu_3<3b^2\mu_2$.

```lean
import Mathlib

open Finset

namespace OddOrderBogoliubov

noncomputable section

variable {ι : Type*} [Fintype ι]

/-- The canonical partition function of the levels `E` at inverse temperature `b`. -/
def partitionFn (b : ℝ) (E : ι → ℝ) : ℝ := ∑ i, Real.exp (-b * E i)

/-- The canonical average of `A` over the levels `E`. -/
def gibbsAvg (b : ℝ) (E A : ι → ℝ) : ℝ :=
  (∑ i, Real.exp (-b * E i) * A i) / partitionFn b E

/-- The Helmholtz free energy of the levels `E`. -/
def freeEnergy (b : ℝ) (E : ι → ℝ) : ℝ := -Real.log (partitionFn b E) / b

/-- The perturbation series in the moments of `V - c`, kept through order `n`. -/
def momentSeries (b : ℝ) (E V : ι → ℝ) (c : ℝ) (n : ℕ) : ℝ :=
  ∑ k ∈ range (n + 1), (-b) ^ k * gibbsAvg b E (fun i => (V i - c) ^ k) / (k.factorial : ℝ)

/-- The `k`-th central moment of `V` in the canonical ensemble of `E`. -/
def centralMoment (b : ℝ) (E V : ι → ℝ) (k : ℕ) : ℝ :=
  gibbsAvg b E (fun i => (V i - gibbsAvg b E V) ^ k)

/-- The first `n` terms of the exponential series. -/
def expTaylor (n : ℕ) (x : ℝ) : ℝ := ∑ k ∈ range n, x ^ k / (k.factorial : ℝ)

/-- At negative argument the remainder of the exponential series after `n` terms
has the sign `(-1) ^ n`. -/
theorem taylor_remainder_sign (n : ℕ) :
    ∀ x : ℝ, x < 0 → 0 < (-1 : ℝ) ^ n * (Real.exp x - expTaylor n x) := by
  -- differentiating the truncated series removes its last term
  have hT : ∀ (m : ℕ) (x : ℝ), HasDerivAt (expTaylor (m + 1)) (expTaylor m x) x := by
    intro m x
    induction m with
    | zero =>
      have h : expTaylor (0 + 1) = fun _ => (1 : ℝ) := by
        funext y
        simp [expTaylor]
      have h0 : expTaylor 0 x = 0 := by simp [expTaylor]
      rw [h, h0]
      exact hasDerivAt_const x (1 : ℝ)
    | succ m ih =>
      have h : expTaylor (m + 1 + 1) =
          fun y => expTaylor (m + 1) y + y ^ (m + 1) / ((m + 1).factorial : ℝ) := by
        funext y
        exact Finset.sum_range_succ _ _
      have h2 : expTaylor (m + 1) x = expTaylor m x + x ^ m / (m.factorial : ℝ) :=
        Finset.sum_range_succ _ _
      rw [h, h2]
      refine ih.fun_add ?_
      refine ((hasDerivAt_pow (m + 1) x).div_const ((m + 1).factorial : ℝ)).congr_deriv ?_
      have hf : (m.factorial : ℝ) ≠ 0 := by positivity
      have hm : (m : ℝ) + 1 ≠ 0 := by positivity
      rw [Nat.factorial_succ, Nat.add_sub_cancel]
      push_cast
      field_simp
  induction n with
  | zero =>
    intro x _
    simp [expTaylor, Real.exp_pos]
  | succ n ih =>
    intro x hx
    have hd : ∀ y : ℝ, HasDerivAt
        (fun y => (-1 : ℝ) ^ (n + 1) * (Real.exp y - expTaylor (n + 1) y))
        ((-1 : ℝ) ^ (n + 1) * (Real.exp y - expTaylor n y)) y := fun y =>
      ((Real.hasDerivAt_exp y).fun_sub (hT n y)).const_mul _
    -- the signed remainder decreases to zero at the origin
    have anti : StrictAntiOn
        (fun y => (-1 : ℝ) ^ (n + 1) * (Real.exp y - expTaylor (n + 1) y)) (Set.Iic 0) := by
      refine strictAntiOn_of_deriv_neg (convex_Iic 0)
        (fun y _ => (hd y).continuousAt.continuousWithinAt) ?_
      intro y hy
      rw [interior_Iic] at hy
      rw [(hd y).deriv, pow_succ]
      have := ih y hy
      linarith
    have h := anti (Set.mem_Iic.2 hx.le) (Set.mem_Iic.2 le_rfl) hx
    have h0 : expTaylor (n + 1) 0 = 1 := by simp [expTaylor, Finset.sum_range_succ']
    simp only [h0, Real.exp_zero, sub_self, mul_zero] at h
    exact h

/-- A Taylor polynomial of odd degree lies strictly below the exponential away from zero. -/
theorem expTaylor_lt_exp {n : ℕ} (hn : Odd n) {x : ℝ} (hx : x ≠ 0) :
    expTaylor (n + 1) x < Real.exp x := by
  rcases lt_or_gt_of_ne hx with h | h
  · have h1 := taylor_remainder_sign (n + 1) x h
    rw [hn.add_one.neg_one_pow, one_mul] at h1
    linarith
  · have h1 : expTaylor (n + 2) x ≤ Real.exp x := Real.sum_le_exp_of_nonneg h.le (n + 2)
    have h2 : expTaylor (n + 2) x =
        expTaylor (n + 1) x + x ^ (n + 1) / ((n + 1).factorial : ℝ) :=
      Finset.sum_range_succ _ _
    have h3 : 0 < x ^ (n + 1) / ((n + 1).factorial : ℝ) := by positivity
    linarith

/-- The partition function of a nonempty finite spectrum is positive. -/
theorem partitionFn_pos [Nonempty ι] (b : ℝ) (E : ι → ℝ) : 0 < partitionFn b E :=
  Finset.sum_pos (fun _ _ => Real.exp_pos _) Finset.univ_nonempty

/-- The error of the truncated series for `Z1/Z0` is `exp (-b c)` times the canonical
average of the Taylor remainder of the exponential. -/
theorem ratio_sub_series (b : ℝ) (E V : ι → ℝ) (c : ℝ) (n : ℕ) :
    partitionFn b (fun i => E i + V i) / partitionFn b E
        - Real.exp (-b * c) * momentSeries b E V c n =
      Real.exp (-b * c) * gibbsAvg b E (fun i =>
        Real.exp (-b * (V i - c)) - expTaylor (n + 1) (-b * (V i - c))) := by
  -- exact perturbation formula for the ratio
  have h1 : partitionFn b (fun i => E i + V i) / partitionFn b E =
      Real.exp (-b * c) * gibbsAvg b E (fun i => Real.exp (-b * (V i - c))) := by
    unfold gibbsAvg
    rw [← mul_div_assoc, Finset.mul_sum]
    congr 1
    refine Finset.sum_congr rfl fun i _ => ?_
    rw [← Real.exp_add, ← Real.exp_add]
    congr 1
    ring
  -- the moment series is the average of the Taylor polynomial
  have h2 : momentSeries b E V c n =
      gibbsAvg b E (fun i => expTaylor (n + 1) (-b * (V i - c))) := by
    simp only [momentSeries, gibbsAvg, expTaylor, Finset.mul_sum, Finset.sum_div]
    rw [Finset.sum_comm]
    refine Finset.sum_congr rfl fun i _ => Finset.sum_congr rfl fun k _ => ?_
    rw [mul_pow]
    ring
  have h3 : ∀ A B : ι → ℝ,
      gibbsAvg b E (fun i => A i - B i) = gibbsAvg b E A - gibbsAvg b E B := by
    intro A B
    simp only [gibbsAvg, mul_sub, Finset.sum_sub_distrib, sub_div]
  rw [h1, h2, h3]
  ring

/-- For any reference value `c`, `exp (-b c)` times the moment series through any odd order bounds
`Z1/Z0` from below. -/
theorem odd_order_bound [Nonempty ι] (b : ℝ) (E V : ι → ℝ) (c : ℝ) {n : ℕ} (hn : Odd n) :
    Real.exp (-b * c) * momentSeries b E V c n ≤
      partitionFn b (fun i => E i + V i) / partitionFn b E := by
  rw [← sub_nonneg, ratio_sub_series]
  refine mul_nonneg (Real.exp_pos _).le (div_nonneg ?_ (partitionFn_pos b E).le)
  refine Finset.sum_nonneg fun i _ => mul_nonneg (Real.exp_pos _).le (sub_nonneg.2 ?_)
  by_cases hx : -b * (V i - c) = 0
  · rw [hx]
    simp [expTaylor, Finset.sum_range_succ']
  · exact (expTaylor_lt_exp hn hx).le

/-- At nonzero `b` the odd-order bound is an equality exactly when the perturbation
shifts every level by `c`. -/
theorem odd_order_eq_iff [Nonempty ι] {b : ℝ} (hb : b ≠ 0) (E V : ι → ℝ) (c : ℝ)
    {n : ℕ} (hn : Odd n) :
    partitionFn b (fun i => E i + V i) / partitionFn b E =
      Real.exp (-b * c) * momentSeries b E V c n ↔ ∀ i, V i = c := by
  have h0 : expTaylor (n + 1) 0 = 1 := by simp [expTaylor, Finset.sum_range_succ']
  rw [← sub_eq_zero, ratio_sub_series]
  constructor
  · intro h
    by_contra hV
    obtain ⟨j, hj⟩ := not_forall.1 hV
    -- one level with `V j ≠ c` already makes the average remainder positive
    refine absurd h (ne_of_gt (mul_pos (Real.exp_pos _)
      (div_pos (Finset.sum_pos' ?_ ⟨j, Finset.mem_univ j, ?_⟩) (partitionFn_pos b E))))
    · refine fun i _ => mul_nonneg (Real.exp_pos _).le (sub_nonneg.2 ?_)
      by_cases hx : -b * (V i - c) = 0
      · rw [hx, h0, Real.exp_zero]
      · exact (expTaylor_lt_exp hn hx).le
    · exact mul_pos (Real.exp_pos _) (sub_pos.2 (expTaylor_lt_exp hn
        (mul_ne_zero (neg_ne_zero.2 hb) (sub_ne_zero.2 hj))))
  · intro h
    simp [h, h0, gibbsAvg]

/-- Through even order, `exp (-b c)` times the moment series about `c` bounds `Z1/Z0` from above,
provided `b` is nonnegative and `c` does not exceed any level shift. -/
theorem even_order_upper_bound [Nonempty ι] {b : ℝ} (hb : 0 ≤ b) (E V : ι → ℝ) {c : ℝ}
    (hc : ∀ i, c ≤ V i) {n : ℕ} (hn : Even n) :
    partitionFn b (fun i => E i + V i) / partitionFn b E ≤
      Real.exp (-b * c) * momentSeries b E V c n := by
  rw [← sub_nonpos, ratio_sub_series]
  refine mul_nonpos_iff.2 (Or.inl ⟨(Real.exp_pos _).le,
    div_nonpos_of_nonpos_of_nonneg ?_ (partitionFn_pos b E).le⟩)
  refine Finset.sum_nonpos fun i _ =>
    mul_nonpos_iff.2 (Or.inl ⟨(Real.exp_pos _).le, sub_nonpos.2 ?_⟩)
  have hx : -b * (V i - c) ≤ 0 := by
    have := mul_nonneg hb (sub_nonneg.2 (hc i))
    linarith
  rcases hx.lt_or_eq with h | h
  · have h1 := taylor_remainder_sign (n + 1) _ h
    rw [hn.add_one.neg_one_pow] at h1
    linarith
  · rw [h]
    simp [expTaylor, Finset.sum_range_succ']

/-- Free-energy form: at positive `b`, a positive odd-order series gives an upper bound on the free
energy of the perturbed levels. -/
theorem freeEnergy_le [Nonempty ι] {b : ℝ} (hb : 0 < b) (E V : ι → ℝ) (c : ℝ) {n : ℕ}
    (hn : Odd n) (hS : 0 < momentSeries b E V c n) :
    freeEnergy b (fun i => E i + V i) ≤
      freeEnergy b E + c - Real.log (momentSeries b E V c n) / b := by
  have h := Real.log_le_log (mul_pos (Real.exp_pos _) hS) (odd_order_bound b E V c hn)
  rw [Real.log_mul (Real.exp_pos _).ne' hS.ne', Real.log_exp,
    Real.log_div (partitionFn_pos b _).ne' (partitionFn_pos b E).ne'] at h
  unfold freeEnergy
  rw [← sub_nonneg]
  have e : ∀ x y s : ℝ, -y / b + c - s / b - -x / b = (x - y + b * c - s) / b := by
    intro x y s
    have hb' := hb.ne'
    field_simp
    ring
  rw [e]
  exact div_nonneg (by linarith) hb.le

/-- Third-order bound about the mean perturbation, written with the second and third
central moments. -/
theorem third_order_bound [Nonempty ι] (b : ℝ) (E V : ι → ℝ) :
    Real.exp (-b * gibbsAvg b E V) *
        (1 + b ^ 2 / 2 * centralMoment b E V 2 - b ^ 3 / 6 * centralMoment b E V 3) ≤
      partitionFn b (fun i => E i + V i) / partitionFn b E := by
  have hZ := (partitionFn_pos b E).ne'
  have h0 : ∀ m : ℝ, gibbsAvg b E (fun i => (V i - m) ^ 0) = 1 := by
    intro m
    simp only [gibbsAvg, pow_zero, mul_one]
    exact div_self hZ
  -- the first moment about `m` is the mean minus `m`
  have h1 : ∀ m : ℝ, gibbsAvg b E (fun i => (V i - m) ^ 1) = gibbsAvg b E V - m := by
    intro m
    simp only [gibbsAvg, pow_one, mul_sub, Finset.sum_sub_distrib, ← Finset.sum_mul, sub_div]
    congr 1
    exact mul_div_cancel_left₀ m hZ
  have hs : momentSeries b E V (gibbsAvg b E V) 3 =
      1 + b ^ 2 / 2 * centralMoment b E V 2 - b ^ 3 / 6 * centralMoment b E V 3 := by
    simp only [momentSeries, Finset.sum_range_succ, Finset.sum_range_zero]
    rw [h0, h1]
    simp only [centralMoment, Nat.factorial]
    push_cast
    ring
  rw [← hs]
  exact odd_order_bound b E V _ (by decide)

end

end OddOrderBogoliubov
```

```lean
#print axioms OddOrderBogoliubov.odd_order_bound
#print axioms OddOrderBogoliubov.even_order_upper_bound
#print axioms OddOrderBogoliubov.freeEnergy_le
#print axioms OddOrderBogoliubov.third_order_bound
```

```
'OddOrderBogoliubov.odd_order_bound' depends on axioms: [propext, Classical.choice, Quot.sound]
'OddOrderBogoliubov.even_order_upper_bound' depends on axioms: [propext, Classical.choice, Quot.sound]
'OddOrderBogoliubov.freeEnergy_le' depends on axioms: [propext, Classical.choice, Quot.sound]
'OddOrderBogoliubov.third_order_bound' depends on axioms: [propext, Classical.choice, Quot.sound]
```

## Levels paired by index

The finite type `ι` labels the states, with degenerate levels listed separately, and `E V : ι → ℝ` are the energies and their shifts. `partitionFn`, `gibbsAvg` and `freeEnergy` are $Z$, $\langle\cdot\rangle_0$ and $F$; `momentSeries b E V c n` is $S_n$, without the prefactor $e^{-bc}$. `expTaylor n` has $n$ terms, hence the shift to `n + 1` in the proofs. `Nonempty ι` ensures $Z_0>0$.

Pairing $E_i$ with $E_i+V_i$ describes a classical system with finitely many states, or two Hamiltonians diagonal in the same basis. For such systems, the free-energy bound at $n=1$ and $c=\langle V\rangle_0$ is the Gibbs–Bogoliubov inequality $F_1\le F_0+\langle V\rangle_0$. Its version for a perturbation that doesn't commute with the reference Hamiltonian is not covered. For free-energy perturbation in simulation, the bound gives the sign of the error when the moment series is cut at odd order, for a finite state space with exact moments. It doesn't cover cumulant expansions cut beyond first order, or sampling error.

## From remainder signs to the bound in Lean

`taylor_remainder_sign` carries out the induction: `hT` supplies the derivative of the truncated series, and `strictAntiOn_of_deriv_neg` turns the negative derivative into strict decrease. `expTaylor_lt_exp` adds the case $x>0$.

`ratio_sub_series` is the error identity. Its `h1` is the exact formula for the ratio, `h2` exchanges the sums over levels and orders, and `h3` is linearity. `odd_order_bound` then shows that each summand is nonnegative, treating a zero argument separately. In `odd_order_eq_iff`, a single level with $V_j\ne c$ makes the whole sum positive.

`even_order_upper_bound` uses the remainder sign directly. `freeEnergy_le` takes logarithms of the odd-order bound, and `third_order_bound` evaluates the zeroth and first moments before applying it.
